# Chebyshev polynomials approximate the inverse of a self-adjoint operator with spectrum in [m, M], 0 < m < M

Let $A$ be a bounded self-adjoint operator on a complex Hilbert space with spectrum in $[m,M]$, $0<m<M$, and let $T_n$ be the Chebyshev polynomial of the first kind, $T_n(\cos\theta)=\cos n\theta$. The problem is to solve $Ax=b$ approximately by $q(A)b$, where $q$ is a real polynomial of degree below $n\ge 1$, so that $A$ enters only through its action on vectors.

```lean
import Mathlib

open Polynomial

namespace ChebyshevNeumann

noncomputable section

/-- The Chebyshev polynomial of degree `n` transplanted to the spectral window `[m, M]` and
scaled to the value one at zero energy; the domain is `0 < m < M`. -/
def chebResidual (m M : ℝ) (n : ℕ) : ℝ[X] :=
  C ((Chebyshev.T ℝ n).eval ((M + m) / (M - m)))⁻¹ *
    (Chebyshev.T ℝ n).comp (C ((M + m) / (M - m)) - C (2 / (M - m)) * X)

/-- The accelerated Neumann polynomial `q = (1 - r) / X`, where `r` is the Chebyshev residual
polynomial of the window `[m, M]`; the domain is `0 < m < M`. -/
def chebInverse (m M : ℝ) (n : ℕ) : ℝ[X] := (1 - chebResidual m M n).divX

/-- For real `x ≥ 1` the value `T_n(x)` of the Chebyshev polynomial is at least `x ^ n`. -/
theorem pow_le_chebyshev {x : ℝ} (hx : 1 ≤ x) (n : ℕ) :
    x ^ n ≤ (Chebyshev.T ℝ n).eval x := by
  have hx0 : 0 < x := by linarith
  -- the induction also carries the growth from one degree to the next
  have key : ∀ k : ℕ, x ^ k ≤ (Chebyshev.T ℝ (k : ℤ)).eval x ∧
      x * (Chebyshev.T ℝ (k : ℤ)).eval x ≤ (Chebyshev.T ℝ ((k : ℤ) + 1)).eval x := by
    intro k
    induction k with
    | zero => simp
    | succ k ih =>
      obtain ⟨h1, h2⟩ := ih
      have h0 : 0 ≤ (Chebyshev.T ℝ (k : ℤ)).eval x := le_trans (by positivity) h1
      have hT : (Chebyshev.T ℝ ((k : ℤ) + 2)).eval x =
          2 * x * (Chebyshev.T ℝ ((k : ℤ) + 1)).eval x - (Chebyshev.T ℝ (k : ℤ)).eval x := by
        rw [Chebyshev.T_add_two]; simp
      have e : ((k + 1 : ℕ) : ℤ) = (k : ℤ) + 1 := by simp
      rw [e, show (k : ℤ) + 1 + 1 = k + 2 by ring, hT]
      have a := mul_le_mul_of_nonneg_left h1 hx0.le
      have b := mul_le_mul_of_nonneg_left h2 hx0.le
      have c : 0 ≤ (x ^ 2 - 1) * (Chebyshev.T ℝ (k : ℤ)).eval x :=
        mul_nonneg (by nlinarith) h0
      constructor
      · rw [pow_succ]; linarith
      · nlinarith
  exact (key n).1

/-- For a window `0 < m < M` the normalising constant `T_n((M+m)/(M-m))` is at least
`((M+m)/(M-m)) ^ n`, and it is positive. -/
theorem chebyshev_ratio {m M : ℝ} (hm : 0 < m) (h : m < M) (n : ℕ) :
    ((M + m) / (M - m)) ^ n ≤ (Chebyshev.T ℝ n).eval ((M + m) / (M - m)) ∧
      0 < (Chebyshev.T ℝ n).eval ((M + m) / (M - m)) := by
  have hd : 0 < M - m := by linarith
  have h1 : 1 ≤ (M + m) / (M - m) := by
    rw [le_div_iff₀ hd]; linarith
  have h2 := pow_le_chebyshev h1 n
  exact ⟨h2, lt_of_lt_of_le (pow_pos (by linarith) n) h2⟩

/-- At each energy `x` the error `1 - x q(x)` of the approximate inverse is the
transplanted Chebyshev polynomial divided by its value at zero energy, for `0 < m < M`. -/
theorem one_sub_mul_chebInverse {m M : ℝ} (hm : 0 < m) (h : m < M) (n : ℕ) (x : ℝ) :
    1 - x * (chebInverse m M n).eval x =
      (Chebyshev.T ℝ n).eval ((M + m - 2 * x) / (M - m)) /
        (Chebyshev.T ℝ n).eval ((M + m) / (M - m)) := by
  have hT := (chebyshev_ratio hm h n).2.ne'
  have hr : ∀ y, (chebResidual m M n).eval y =
      (Chebyshev.T ℝ n).eval ((M + m - 2 * y) / (M - m)) /
        (Chebyshev.T ℝ n).eval ((M + m) / (M - m)) := by
    intro y
    simp only [chebResidual, eval_mul, eval_C, eval_comp, eval_sub, eval_X]
    rw [show (M + m) / (M - m) - 2 / (M - m) * y = (M + m - 2 * y) / (M - m) by ring]
    exact inv_mul_eq_div _ _
  -- the residual is one at zero, so `1 - r` is divisible by `X`
  have h0 : (1 - chebResidual m M n).coeff 0 = 0 := by
    rw [coeff_zero_eq_eval_zero, eval_sub, eval_one, hr, mul_zero, sub_zero, div_self hT,
      sub_self]
  have h1 := congrArg (eval x) (divX_mul_X_add (1 - chebResidual m M n))
  rw [h0] at h1
  simp only [eval_add, eval_mul, eval_X, eval_sub, eval_one, eval_C] at h1
  rw [← hr, chebInverse]
  linear_combination -h1

/-- With `n ≥ 1`, the accelerated Neumann polynomial has degree below `n`. -/
theorem natDegree_chebInverse_lt (m M : ℝ) {n : ℕ} (hn : 1 ≤ n) :
    (chebInverse m M n).natDegree < n := by
  have key : ∀ k : ℕ, (Chebyshev.T ℝ (k : ℤ)).natDegree ≤ k ∧
      (Chebyshev.T ℝ ((k : ℤ) + 1)).natDegree ≤ k + 1 := by
    intro k
    induction k with
    | zero => simp
    | succ k ih =>
      have e : ((k + 1 : ℕ) : ℤ) = (k : ℤ) + 1 := by simp
      rw [e, show (k : ℤ) + 1 + 1 = k + 2 by ring]
      refine ⟨ih.2, ?_⟩
      rw [Chebyshev.T_add_two]
      have h2 : (2 * X : ℝ[X]).natDegree ≤ 1 := by compute_degree
      have h3 := natDegree_mul_le (p := (2 * X : ℝ[X])) (q := Chebyshev.T ℝ ((k : ℤ) + 1))
      exact (natDegree_sub_le _ _).trans (max_le (by omega) (by omega))
  have hl : (C ((M + m) / (M - m)) - C (2 / (M - m)) * X : ℝ[X]).natDegree ≤ 1 := by
    compute_degree
  have hr : (chebResidual m M n).natDegree ≤ n := by
    refine (natDegree_C_mul_le _ _).trans (natDegree_comp_le.trans ?_)
    simpa using Nat.mul_le_mul (key n).1 hl
  have hs : (1 - chebResidual m M n).natDegree ≤ n :=
    (natDegree_sub_le _ _).trans (max_le (by simp) hr)
  rw [chebInverse, natDegree_divX_eq_natDegree_tsub_one]
  omega

variable {H : Type*} [NormedAddCommGroup H] [InnerProductSpace ℂ H] [CompleteSpace H]

/-- **Chebyshev-accelerated Neumann series.** For a bounded self-adjoint operator `A` with
spectrum in `[m, M]`, `0 < m < M`, and `n ≥ 1`, the polynomial `q = chebInverse m M n` has degree
below `n` and `‖1 - A q(A)‖ ≤ 1 / T_n((M+m)/(M-m))` in operator norm. -/
theorem chebyshev_neumann {m M : ℝ} (hm : 0 < m) (h : m < M) {n : ℕ} (hn : 1 ≤ n)
    {A : H →L[ℂ] H} (hA : IsSelfAdjoint A) (hs : spectrum ℝ A ⊆ Set.Icc m M) :
    (chebInverse m M n).natDegree < n ∧
      ‖1 - A * aeval A (chebInverse m M n)‖ ≤
        1 / (Chebyshev.T ℝ n).eval ((M + m) / (M - m)) := by
  refine ⟨natDegree_chebInverse_lt m M hn, ?_⟩
  have hT := (chebyshev_ratio hm h n).2
  have hd : 0 < M - m := by linarith
  have e : aeval A (1 - X * chebInverse m M n) = 1 - A * aeval A (chebInverse m M n) := by
    simp only [map_sub, map_one, map_mul, aeval_X]
  -- the functional calculus reduces the operator norm to a bound on the spectrum
  rw [← e, ← cfc_polynomial _ A hA]
  refine norm_cfc_le (by positivity) fun x hx => ?_
  obtain ⟨h1, h2⟩ := hs hx
  rw [Real.norm_eq_abs, eval_sub, eval_one, eval_mul, eval_X,
    one_sub_mul_chebInverse hm h, abs_div, abs_of_pos hT]
  refine div_le_div_of_nonneg_right ?_ hT.le
  -- inside the window the Chebyshev polynomial is a cosine
  rw [← Real.cos_arccos (x := (M + m - 2 * x) / (M - m))
    (by rw [le_div_iff₀ hd]; linarith) (by rw [div_le_iff₀ hd]; linarith),
    Chebyshev.T_real_cos]
  exact Real.abs_cos_le_one _

/-- For a bounded self-adjoint operator `A` with spectrum in `[m, M]`, `0 < m < M`, and `n ≥ 1`, the
accelerated residual `1 - A q(A)`, with `q = chebInverse m M n`, has operator norm at most
`((M-m)/(M+m)) ^ n`, the bound for the plain Neumann series with `n` terms. -/
theorem residual_le_neumann {m M : ℝ} (hm : 0 < m) (h : m < M) {n : ℕ} (hn : 1 ≤ n)
    {A : H →L[ℂ] H} (hA : IsSelfAdjoint A) (hs : spectrum ℝ A ⊆ Set.Icc m M) :
    ‖1 - A * aeval A (chebInverse m M n)‖ ≤ ((M - m) / (M + m)) ^ n := by
  have hp : 0 < (M + m) / (M - m) := div_pos (by linarith) (by linarith)
  refine (chebyshev_neumann hm h hn hA hs).2.trans ?_
  rw [← inv_div (M + m) (M - m), inv_pow, ← one_div]
  exact one_div_le_one_div_of_le (pow_pos hp n) (chebyshev_ratio hm h n).1

/-- For `0 < m < M` the Chebyshev bound decays geometrically, at a rate set by the square roots
of the window edges. -/
theorem chebyshev_rate {m M : ℝ} (hm : 0 < m) (h : m < M) (n : ℕ) :
    1 / (Chebyshev.T ℝ n).eval ((M + m) / (M - m)) ≤
      2 * ((√M - √m) / (√M + √m)) ^ n := by
  have hT := (chebyshev_ratio hm h n).2
  have hb : 0 < √m := Real.sqrt_pos.2 hm
  have hab : √m < √M := Real.sqrt_lt_sqrt hm.le h
  have sM : √M ^ 2 = M := Real.sq_sqrt (by linarith)
  have sm : √m ^ 2 = m := Real.sq_sqrt hm.le
  generalize √M = a at *
  generalize √m = b at *
  have h1 : a - b ≠ 0 := by linarith
  have h2 : a + b ≠ 0 := by linarith
  obtain ⟨z, hz⟩ : ∃ z, z = (a + b) / (a - b) := ⟨_, rfl⟩
  obtain ⟨w, hw⟩ : ∃ w, w = (a - b) / (a + b) := ⟨_, rfl⟩
  have hzw : z * w = 1 := by rw [hz, hw]; field_simp
  have hg : (M + m) / (M - m) = (z + w) / 2 := by
    rw [hz, hw, show M - m = (a - b) * (a + b) by linear_combination sm - sM, ← sM, ← sm]
    field_simp
    ring
  -- closed form of the Chebyshev polynomial outside `[-1, 1]`
  have key : ∀ k : ℕ, (Chebyshev.T ℝ (k : ℤ)).eval ((z + w) / 2) = (z ^ k + w ^ k) / 2 ∧
      (Chebyshev.T ℝ ((k : ℤ) + 1)).eval ((z + w) / 2) = (z ^ (k + 1) + w ^ (k + 1)) / 2 := by
    intro k
    induction k with
    | zero => simp
    | succ k ih =>
      have e : ((k + 1 : ℕ) : ℤ) = (k : ℤ) + 1 := by simp
      rw [e, show (k : ℤ) + 1 + 1 = k + 2 by ring]
      refine ⟨ih.2, ?_⟩
      rw [Chebyshev.T_add_two, eval_sub, eval_mul, eval_mul, eval_X, eval_ofNat, ih.1, ih.2]
      linear_combination (z ^ k + w ^ k) / 2 * hzw
  have hp : z ^ n * w ^ n = 1 := by rw [← mul_pow, hzw, one_pow]
  rw [← hw, div_le_iff₀ hT, hg, (key n).1]
  nlinarith [sq_nonneg (w ^ n)]

/-- If `A x = b` with `A` bounded, self-adjoint and of spectrum in `[m, M]`, `0 < m < M`, then for
`n ≥ 1` the vector `q(A) b`, with `q = chebInverse m M n`, differs from the solution `x` in norm by
at most `2 ((√M - √m)/(√M + √m)) ^ n * ‖x‖`. -/
theorem solution_error {m M : ℝ} (hm : 0 < m) (h : m < M) {n : ℕ} (hn : 1 ≤ n)
    {A : H →L[ℂ] H} (hA : IsSelfAdjoint A) (hs : spectrum ℝ A ⊆ Set.Icc m M)
    {x b : H} (hx : A x = b) :
    ‖x - aeval A (chebInverse m M n) b‖ ≤ 2 * ((√M - √m) / (√M + √m)) ^ n * ‖x‖ := by
  have hc := congrArg (aeval A) (mul_comm (chebInverse m M n) X)
  simp only [map_mul, aeval_X] at hc
  -- the error vector is the residual operator applied to the solution
  have e : x - aeval A (chebInverse m M n) b =
      (1 - A * aeval A (chebInverse m M n)) x := by
    rw [← hc, ← hx]; rfl
  rw [e]
  refine (ContinuousLinearMap.le_opNorm _ x).trans ?_
  exact mul_le_mul_of_nonneg_right
    ((chebyshev_neumann hm h hn hA hs).2.trans (chebyshev_rate hm h n)) (norm_nonneg x)

end

end ChebyshevNeumann
```

```lean
#print axioms ChebyshevNeumann.chebyshev_neumann
-- 'ChebyshevNeumann.chebyshev_neumann' depends on axioms: [propext, Classical.choice, Quot.sound]
#print axioms ChebyshevNeumann.residual_le_neumann
-- 'ChebyshevNeumann.residual_le_neumann' depends on axioms: [propext, Classical.choice, Quot.sound]
#print axioms ChebyshevNeumann.solution_error
-- 'ChebyshevNeumann.solution_error' depends on axioms: [propext, Classical.choice, Quot.sound]
```

## The bound and its Lean form

Write $\gamma=(M+m)/(M-m)$, which exceeds 1. The main theorem, `chebyshev_neumann`, says that the explicit polynomial `chebInverse m M n` has degree below $n$ and satisfies
$$\|1-A\,q(A)\|\le \frac{1}{T_n(\gamma)} .$$

The type `H →L[ℂ] H` holds the bounded operators, with the operator norm and with composition as product; `aeval A q` is $q(A)$. A Hermitian matrix is the case $\mathbb C^d$ with the Euclidean norm. The hypothesis `hs` places the spectrum in the window, so $m$ and $M$ are bounds and need not be eigenvalues. In the code `H` is the Hilbert space, not a Hamiltonian, and `x` is the argument of $T_n$ in `pow_le_chebyshev`, the real variable of $q$ in `one_sub_mul_chebInverse` and the solution vector in `solution_error`. Below, the spectral value of $A$ is $\lambda$; the comments in the code call it an energy, and for $A=\hat H-E$ with a Hamiltonian $\hat H$ it is the energy measured from $E$.

Two further theorems give geometric bounds. `residual_le_neumann` bounds the residual by $\gamma^{-n}$, the bound for $n$ terms of the Neumann series in $1-2A/(M+m)$. `solution_error` gives
$$\|x-q(A)b\|\le 2\left(\frac{\sqrt M-\sqrt m}{\sqrt M+\sqrt m}\right)^n\|x\| .$$

## Resolvents below the spectrum

For a Hamiltonian $\hat H$ and a real energy $E$ below its spectrum, $A=\hat H-E$ is positive and $A^{-1}$ is minus the Green's operator $(E-\hat H)^{-1}$. In electronic structure, linear response equations with a Hermitian positive definite matrix $A$ in a finite basis also have the form $Ax=b$. In both cases, when $A$ is bounded with spectrum in $[m,M]$, `solution_error` bounds the error after $n-1$ successive applications of $A$, starting from $b$. The passage from an unbounded Hamiltonian to a bounded one in a basis, with the error it brings, has to be justified separately.

## From the scalar residual to the operator norm

**The normalisation is positive.** The recurrence is $T_{k+2}(\gamma)=2\gamma T_{k+1}(\gamma)-T_k(\gamma)$, with $T_0=1$ and $T_1(\gamma)=\gamma$. Suppose $\gamma^k\le T_k(\gamma)$ and $\gamma T_k(\gamma)\le T_{k+1}(\gamma)$. Then $\gamma^{k+1}\le\gamma T_k(\gamma)\le T_{k+1}(\gamma)$, and
$$T_{k+2}(\gamma)-\gamma T_{k+1}(\gamma)=\gamma T_{k+1}(\gamma)-T_k(\gamma)\ge(\gamma^2-1)T_k(\gamma)\ge0 .$$
This is the paired induction in `pow_le_chebyshev`; `chebyshev_ratio` applies it to $\gamma$. Hence $T_n(\gamma)\ge\gamma^n>0$, which also gives the Neumann comparison.

**The polynomial.** Define
$$r(\lambda)=\frac{T_n\big((M+m-2\lambda)/(M-m)\big)}{T_n(\gamma)} .$$
Since $r(0)=1$, the polynomial $1-r$ has no constant term, and $q(\lambda)=(1-r(\lambda))/\lambda$ is a polynomial. Lean performs the division with `divX`, and `one_sub_mul_chebInverse` records $1-\lambda q(\lambda)=r(\lambda)$. The recurrence gives $\deg T_n\le n$, so $\deg r\le n$ and $\deg q\le n-1$; this is `natDegree_chebInverse_lt`.

**The operator bound.** For $m\le\lambda\le M$ the argument of $T_n$ in the numerator lies in $[-1,1]$. It is therefore some $\cos\theta$, and $|T_n(\cos\theta)|=|\cos n\theta|\le1$, so $|r(\lambda)|\le1/T_n(\gamma)$. For a matrix, diagonalising $A$ shows that $\|r(A)\|$ is the largest $|r(\lambda)|$ over the eigenvalues. In general the continuous functional calculus does this work: `cfc_polynomial` identifies $r(A)$, and `norm_cfc_le` carries the scalar bound over to the norm.

**The square-root rate.** In `chebyshev_rate`, let $z=(\sqrt M+\sqrt m)/(\sqrt M-\sqrt m)$ and $w=1/z$. Then
$$\frac{z+w}{2}=\frac{(\sqrt M+\sqrt m)^2+(\sqrt M-\sqrt m)^2}{2(M-m)}=\gamma .$$
Because $zw=1$, the recurrence gives $T_n(\gamma)=(z^n+w^n)/2\ge z^n/2$ by induction, so $1/T_n(\gamma)\le2w^n$. Finally, $q(A)$ commutes with $A$, so
$$x-q(A)b=x-q(A)Ax=(1-A\,q(A))x ,$$
and the operator norm bounds the right-hand side.

## A real spectrum in the window is not enough

Without self-adjointness the bound can fail. Take
$$A=\begin{pmatrix}1&1\\0&1\end{pmatrix},\qquad m=\tfrac12,\quad M=\tfrac32,\quad n=1 .$$
The spectrum is $\{1\}$, and $q=2/(M+m)=1$. Then $\|1-A\,q(A)\|=\|1-A\|=1$, while $1/T_1(2)=\tfrac12$.
